# On finitely many sites, a Hermitian potential adds no source to the kinetic continuity equation for any state exactly when it is diagonal

The Hamiltonian is given as a sum $T+V$ of two matrices, and only $T$ is allowed to define the current. Whatever $V$ does to the density then counts as a source. The split is part of the input: the same $T+V$ divided differently can give a different current and a different source.

Space is a finite set of sites, the type `n`, and a one-particle state is a vector of complex amplitudes $\psi_j$, written `ψ : n → ℂ`. Units have $\hbar=1$. For sites that represent grid points, a local potential is a diagonal matrix, and a nonlocal pseudopotential has off-diagonal elements.

```lean
import Mathlib

open Matrix
open scoped ComplexConjugate

namespace NonlocalPotentialSource

noncomputable section
```

## Currents from one matrix, sources from the other

For a matrix $A$, the bond current from site $j$ to site $k$ is

$$J^A_{jk} = -2\,\mathrm{Im}(\psi_j^* A_{jk}\psi_k).$$

The kinetic current is $J^T$. The definition accepts any matrix, so it can also be applied to $V$.

```lean
/-- The bond current `J_jk = -2 Im(conj(ψ_j) A_jk ψ_k)` from site `j` to site `k`
generated by the matrix `A`. -/
def bondCurrent {n : Type*} (A : Matrix n n ℂ) (ψ : n → ℂ) (j k : n) : ℝ :=
  -2 * (conj (ψ j) * A j k * ψ k).im
```

The source of the potential at site $j$ is

$$S_j = 2\,\mathrm{Im}\big(\psi_j^* (V\psi)_j\big),$$

where `V *ᵥ ψ` is the matrix acting on the vector.

```lean
/-- The source `S_j = 2 Im(conj(ψ_j) (V ψ)_j)` of the potential `V` at site `j`. -/
def source {n : Type*} [Fintype n] (V : Matrix n n ℂ) (ψ : n → ℂ) (j : n) : ℝ :=
  2 * (conj (ψ j) * (V *ᵥ ψ) j).im
```

The simplest nonlocal pseudopotential has one projector $\beta$ and a real strength $D$, which sets how strongly the projected channel is attracted or repelled:

$$V_{jk} = D\,\beta_j\beta_k^*.$$

```lean
/-- The separable potential `D |β⟩⟨β|` with one projector `β` and real strength `D`. -/
def separable {n : Type*} (D : ℝ) (β : n → ℂ) : Matrix n n ℂ :=
  fun j k => (D : ℂ) * β j * conj (β k)
```

A current should leave one site at the rate at which it enters the other. If $A$ is Hermitian, $A_{kj}=A_{jk}^*$, so

$$\psi_k^*A_{kj}\psi_j = (\psi_j^*A_{jk}\psi_k)^*.$$

Conjugation reverses the sign of the imaginary part, hence $J^A_{kj}=-J^A_{jk}$. The proof establishes this conjugate relation as `h` and then takes imaginary parts.

```lean
/-- The bond current of a Hermitian matrix is antisymmetric in its two sites. -/
theorem bondCurrent_antisymm {n : Type*} {A : Matrix n n ℂ} (hA : A.IsHermitian)
    (ψ : n → ℂ) (j k : n) : bondCurrent A ψ k j = -bondCurrent A ψ j k := by
  have h1 : A k j = conj (A j k) := (hA.apply k j).symm
  have h : conj (ψ k) * A k j * ψ j = conj (conj (ψ j) * A j k * ψ k) := by
    rw [h1]
    simp only [map_mul, Complex.conj_conj]
    ring
  unfold bondCurrent
  rw [h, Complex.conj_im]
  ring
```

Expanding the matrix product in the source gives

$$S_j = 2\,\mathrm{Im}\sum_k \psi_j^*V_{jk}\psi_k = -\sum_k J^V_{jk}.$$

This identity holds for any matrix $V$. When $V$ is Hermitian, the source is therefore transport along the bonds of $V$, which the kinetic current leaves out.

```lean
/-- The source at a site is minus the sum of the bond currents built from the potential. -/
theorem source_eq_neg_sum {n : Type*} [Fintype n] (V : Matrix n n ℂ) (ψ : n → ℂ) (j : n) :
    source V ψ j = -∑ k, bondCurrent V ψ j k := by
  have h : conj (ψ j) * (V *ᵥ ψ) j = ∑ k, conj (ψ j) * V j k * ψ k := by
    simp only [mulVec, dotProduct, Finset.mul_sum, mul_assoc]
  unfold source bondCurrent
  rw [h, Complex.im_sum, ← Finset.mul_sum]
  ring
```

## The balance equation

From $i\psi'=(T+V)\psi$ follows $\psi'_j=-i\big[(T\psi)_j+(V\psi)_j\big]$. The product rule gives

$$\frac{d|\psi_j|^2}{dt} = 2\,\mathrm{Re}(\psi_j^*\psi_j') = 2\,\mathrm{Im}\big(\psi_j^*(T\psi)_j\big)+2\,\mathrm{Im}\big(\psi_j^*(V\psi)_j\big) = -\sum_k J^T_{jk}+S_j,$$

where the last step applies the previous identity to $T$.

In Lean, `HasDerivAt ψ ψ' t` says that the curve $\psi$ has derivative $\psi'$ at time $t$, and `hS` is the Schrödinger equation at that instant. Neither matrix has to be Hermitian here, but the antisymmetry of the kinetic current shown above assumes that $T$ is Hermitian. In the proof, `norm_sq` supplies the product rule, `e` is the equation solved for $\psi'_j$, and the final `simp only` and `ring` compare real and imaginary parts.

```lean
/-- Balance equation: if `i ψ' = (T + V) ψ` at time `t`, the density at site `j` changes at the
rate `-∑_k J_jk + S_j`, with the current `J` taken from `T` and the source `S` from `V`. -/
theorem density_balance {n : Type*} [Fintype n] (T V : Matrix n n ℂ)
    {ψ : ℝ → n → ℂ} {ψ' : n → ℂ} {t : ℝ} (hψ : HasDerivAt ψ ψ' t)
    (hS : Complex.I • ψ' = (T + V) *ᵥ ψ t) (j : n) :
    HasDerivAt (fun s => ‖ψ s j‖ ^ 2)
      (-∑ k, bondCurrent T (ψ t) j k + source V (ψ t) j) t := by
  have h := (hasDerivAt_pi.mp hψ j).norm_sq
  refine h.congr_deriv ?_
  have hj := congrFun hS j
  simp only [Pi.smul_apply, smul_eq_mul, add_mulVec, Pi.add_apply] at hj
  -- solve the Schrödinger equation for the time derivative
  have e : ψ' j = -Complex.I * ((T *ᵥ ψ t) j + (V *ᵥ ψ t) j) := by
    linear_combination (-Complex.I) * hj + ψ' j * Complex.I_sq
  rw [← source_eq_neg_sum, Complex.inner, e]
  unfold source
  simp only [Complex.mul_re, Complex.mul_im, Complex.neg_re, Complex.neg_im, Complex.I_re,
    Complex.I_im, Complex.conj_re, Complex.conj_im, Complex.add_re, Complex.add_im]
  ring
```

## Only bonds that leave a region contribute

Let $V$ be Hermitian and let $s$ be a set of sites. Split the sum over $k$ into sites inside and outside $s$:

$$\sum_{j\in s}S_j = -\sum_{j\in s}\sum_{k\in s}J^V_{jk}-\sum_{j\in s}\sum_{k\notin s}J^V_{jk}.$$

Exchanging $j$ and $k$ in the first double sum reverses its sign by antisymmetry, so it is zero. This is `h0` in the proof, and `h3` is the split. If $s$ contains every site, the total source is zero.

```lean
/-- For Hermitian `V`, the total source in a region `s` comes only from the matrix elements that
connect `s` to its complement. -/
theorem sum_source_region {n : Type*} [Fintype n] [DecidableEq n] {V : Matrix n n ℂ}
    (hV : V.IsHermitian) (s : Finset n) (ψ : n → ℂ) :
    ∑ j ∈ s, source V ψ j = -∑ j ∈ s, ∑ k ∈ sᶜ, bondCurrent V ψ j k := by
  -- bonds inside the region cancel in pairs
  have h0 : ∑ j ∈ s, ∑ k ∈ s, bondCurrent V ψ j k = 0 := by
    have h1 : ∑ j ∈ s, ∑ k ∈ s, bondCurrent V ψ j k
        = ∑ j ∈ s, ∑ k ∈ s, bondCurrent V ψ k j := Finset.sum_comm
    have h2 : ∑ j ∈ s, ∑ k ∈ s, bondCurrent V ψ k j
        = -∑ j ∈ s, ∑ k ∈ s, bondCurrent V ψ j k := by
      rw [← Finset.sum_neg_distrib]
      refine Finset.sum_congr rfl fun j _ => ?_
      rw [← Finset.sum_neg_distrib]
      exact Finset.sum_congr rfl fun k _ => bondCurrent_antisymm hV ψ j k
    linarith
  have h3 : ∑ j ∈ s, ∑ k, bondCurrent V ψ j k
      = ∑ j ∈ s, ∑ k ∈ s, bondCurrent V ψ j k
        + ∑ j ∈ s, ∑ k ∈ sᶜ, bondCurrent V ψ j k := by
    rw [← Finset.sum_add_distrib]
    exact Finset.sum_congr rfl fun j _ => (Finset.sum_add_sum_compl s _).symm
  simp only [source_eq_neg_sum, Finset.sum_neg_distrib]
  rw [h3, h0, zero_add]
```

The region's source vanishes for every $\psi$ exactly when $V_{jk}=0$ for all $j\in s$ and $k\notin s$. If those elements are zero, so is every term in the remaining sum.

For the converse, choose $j\in s$ and $k\notin s$, and take the state with $\psi_j=1$, $\psi_k=iV_{jk}^*$ and zero elsewhere. One bond across the boundary survives:

$$\sum_{a\in s}S_a = -J^V_{jk} = 2\,\mathrm{Im}(i|V_{jk}|^2)=2|V_{jk}|^2.$$

If this is zero, then $V_{jk}=0$. The state has squared norm $1+|V_{jk}|^2$, so after normalisation the source is $2|V_{jk}|^2/(1+|V_{jk}|^2)$, and the conclusion is the same. In the code, `h1` isolates the bond and `h2` evaluates it.

```lean
/-- For a Hermitian potential, the total source in a region vanishes for every wavefunction exactly
when the potential does not couple the region to its complement. -/
theorem region_source_free_iff {n : Type*} [Fintype n] [DecidableEq n] {V : Matrix n n ℂ}
    (hV : V.IsHermitian) (s : Finset n) :
    (∀ ψ, ∑ j ∈ s, source V ψ j = 0) ↔ ∀ j ∈ s, ∀ k ∉ s, V j k = 0 := by
  constructor
  · intro h j hj k hk
    have hkj : k ≠ j := fun e => hk (by rw [e]; exact hj)
    -- a test state on the two sites, with the phase that makes the source largest
    obtain ⟨ψ, hψj, hψk, hψ0⟩ : ∃ ψ : n → ℂ, ψ j = 1 ∧ ψ k = Complex.I * conj (V j k) ∧
        ∀ a, a ≠ j → a ≠ k → ψ a = 0 :=
      ⟨fun a => if a = j then 1 else if a = k then Complex.I * conj (V j k) else 0,
        by simp, by simp [hkj], fun a h1 h2 => by simp [h1, h2]⟩
    have h1 : ∑ a ∈ s, ∑ b ∈ sᶜ, bondCurrent V ψ a b = bondCurrent V ψ j k := by
      refine (Finset.sum_eq_single_of_mem j hj fun a ha haj => ?_).trans
        (Finset.sum_eq_single_of_mem k (Finset.mem_compl.mpr hk) fun b hb hbk => ?_)
      · have hak : a ≠ k := fun e => hk (by rw [← e]; exact ha)
        exact Finset.sum_eq_zero fun b _ => by simp [bondCurrent, hψ0 a haj hak]
      · have hbj : b ≠ j := fun e => Finset.mem_compl.mp hb (by rw [e]; exact hj)
        simp [bondCurrent, hψ0 b hbj hbk]
    have h2 : bondCurrent V ψ j k = -2 * Complex.normSq (V j k) := by
      simp only [bondCurrent, hψj, hψk, map_one, Complex.normSq_apply, Complex.mul_re,
        Complex.mul_im, Complex.I_re, Complex.I_im, Complex.conj_re, Complex.conj_im,
        Complex.one_re, Complex.one_im]
      ring
    have h3 := h ψ
    rw [sum_source_region hV, h1, h2] at h3
    exact Complex.normSq_eq_zero.mp (by linarith)
  · intro h ψ
    have h0 : ∑ j ∈ s, ∑ k ∈ sᶜ, bondCurrent V ψ j k = 0 :=
      Finset.sum_eq_zero fun j hj => Finset.sum_eq_zero fun k hk => by
        simp [bondCurrent, h j hj k (Finset.mem_compl.mp hk)]
    rw [sum_source_region hV, h0, neg_zero]
```

## Blocks and single sites

Give each site $j$ a label $b(j)$; sites with the same label form a block. Applying the region result to every block shows that all block sums of $S$ vanish for every $\psi$ exactly when $V_{jk}=0$ whenever $b(j)\neq b(k)$, which is block diagonality. The blocks may have any size and need not be contiguous.

```lean
/-- For a Hermitian potential and sites grouped into blocks by a label `b`, the source sums to zero
over each block for every wavefunction exactly when the potential is block diagonal. -/
theorem block_source_free_iff {n B : Type*} [Fintype n] [DecidableEq n] [DecidableEq B]
    {V : Matrix n n ℂ} (hV : V.IsHermitian) (b : n → B) :
    (∀ ψ c, ∑ j ∈ Finset.univ.filter (fun j => b j = c), source V ψ j = 0) ↔
      ∀ j k, b j ≠ b k → V j k = 0 := by
  constructor
  · intro h j k hjk
    exact (region_source_free_iff hV (Finset.univ.filter (fun i => b i = b j))).mp
      (fun ψ => h ψ (b j)) j (by simp) k (by simp [Ne.symm hjk])
  · intro h ψ c
    refine (region_source_free_iff hV _).mpr (fun j hj k hk => h j k fun e => ?_) ψ
    simp only [Finset.mem_filter, Finset.mem_univ, true_and] at hj hk
    exact hk (e.symm.trans hj)
```

With the region $s=\{j\}$, the sum is the single term $S_j$. It vanishes for every state exactly when row $j$ of $V$ has no nonzero off-diagonal element. Requiring this at every site makes $V$ diagonal, `V.IsDiag` in Lean. A particular state may still have zero source under a nondiagonal $V$; the equivalence concerns all states together.

```lean
/-- The source of a Hermitian potential vanishes at every site for every wavefunction exactly when
the potential is diagonal in the site basis. -/
theorem source_free_iff_diagonal {n : Type*} [Fintype n] [DecidableEq n] {V : Matrix n n ℂ}
    (hV : V.IsHermitian) : (∀ ψ j, source V ψ j = 0) ↔ V.IsDiag := by
  constructor
  · intro h j k hjk
    exact (region_source_free_iff hV {j}).mp (fun ψ => by simp [h ψ j]) j (by simp) k
      (by simp [Ne.symm hjk])
  · intro h ψ j
    have h1 := (region_source_free_iff hV {j}).mpr
      (fun a ha k hk => h (fun e => hk (by rw [← e]; exact ha))) ψ
    simpa using h1
```

## One separable projector

The matrix $D\,\beta_j\beta_k^*$ is Hermitian because $D$ is real. With $D\neq0$, it is diagonal exactly when $\beta_j\beta_k^*=0$ for all $j\neq k$, that is, when at most one site carries a nonzero $\beta_j$. The proof checks hermiticity and then uses the single-site criterion.

```lean
/-- A separable potential `D |β⟩⟨β|` of nonzero strength has no source for any wavefunction
exactly when no two distinct sites both carry the projector. -/
theorem separable_source_free_iff {n : Type*} [Fintype n] [DecidableEq n] {D : ℝ}
    (hD : D ≠ 0) (β : n → ℂ) :
    (∀ ψ j, source (separable D β) ψ j = 0) ↔ ∀ j k, j ≠ k → β j = 0 ∨ β k = 0 := by
  have hV : (separable D β).IsHermitian := Matrix.IsHermitian.ext fun i j => by
    show conj ((D : ℂ) * β j * conj (β i)) = (D : ℂ) * β i * conj (β j)
    simp only [map_mul, Complex.conj_ofReal, Complex.conj_conj]
    ring
  rw [source_free_iff_diagonal hV]
  constructor
  · intro h j k hjk
    have h1 : (D : ℂ) * β j * conj (β k) = 0 := h hjk
    simpa [hD] using h1
  · intro h j k hjk
    show (D : ℂ) * β j * conj (β k) = 0
    rcases h j k hjk with e | e <;> simp [e]

end

end NonlocalPotentialSource
```

For a one-particle grid model with such a pseudopotential of nonzero strength, a projector spread over two or more points means that the kinetic current alone fails to balance the density at some point for some state. If the whole projector lies inside one block, the balance is restored for block totals: the charge in each block changes only through the kinetic current across its boundary, provided $T$ is Hermitian. The argument assumes the Schrödinger equation without an overlap matrix and the density $|\psi_j|^2$, so it does not cover ultrasoft pseudopotentials, which change both. The continuum limit is not treated either.

```lean
#print axioms NonlocalPotentialSource.density_balance
-- 'NonlocalPotentialSource.density_balance' depends on axioms: [propext, Classical.choice, Quot.sound]
#print axioms NonlocalPotentialSource.block_source_free_iff
-- 'NonlocalPotentialSource.block_source_free_iff' depends on axioms: [propext, Classical.choice, Quot.sound]
#print axioms NonlocalPotentialSource.source_free_iff_diagonal
-- 'NonlocalPotentialSource.source_free_iff_diagonal' depends on axioms: [propext, Classical.choice, Quot.sound]
#print axioms NonlocalPotentialSource.separable_source_free_iff
-- 'NonlocalPotentialSource.separable_source_free_iff' depends on axioms: [propext, Classical.choice, Quot.sound]
```
